# The local GGA stress is an isotropic term minus $2f_s\,gg^{\mathsf T}$

Let $f(n,s)$ be an energy per volume that depends on the density $n$ and on $s=|g|^2$, where $g$ is the density gradient, and let $f$ be differentiable at $(n,|g|^2)$. A homogeneous deformation $F=1+th$, with $h$ any real matrix, carries the density along and conserves its charge. At $t=0$ the energy per undeformed volume then changes at the rate

$$\operatorname{tr}(h)\,(f-nf_n-2sf_s)-2f_s\,g\cdot hg=\operatorname{tr}(\sigma h),$$

$$\sigma=(f-nf_n-2sf_s)\,1-2f_s\,gg^{\mathsf T},$$

where subscripts on $f$ denote partial derivatives. In the local density approximation (LDA) $f_s=0$, and the stress $\sigma$ is isotropic. A gradient-corrected functional (GGA) changes the isotropic part and adds the term $-2f_s\,gg^{\mathsf T}$. When $f$ is the exchange-correlation energy per volume, $\sigma$ is its local contribution to the stress in a density-functional calculation, for a single unpolarised density carried along by the deformation as above.

## The strained energy and its stress tensor

In Lean 4 with Mathlib:

```lean
import Mathlib

open Matrix Filter Topology

namespace GGAStress

noncomputable section

variable {ι : Type*} [Fintype ι] [DecidableEq ι]
```

The finite set `ι` labels the Cartesian components, so the dimension is arbitrary. Vectors are functions `ι → ℝ`.

```lean
/-- The homogeneous deformation `F = 1 + t h` with strain direction `h`. -/
def deformation (h : Matrix ι ι ℝ) (t : ℝ) : Matrix ι ι ℝ := 1 + t • h
```

This is $F=1+th$, which moves a point $x$ to $r=Fx$. The matrix $h$ need not be symmetric.

```lean
/-- The vector `F^(-T) g`, for an invertible deformation `F`. -/
def convectedGradient (F : Matrix ι ι ℝ) (g : ι → ℝ) : ι → ℝ := (F⁻¹)ᵀ *ᵥ g
```

This is $F^{-\mathsf T}g$. The symbol `*ᵥ` applies a matrix to a vector.

```lean
/-- The energy `J f(n/J, |F^(-T) g|²/J²)` per undeformed volume, with `J = det F > 0`. -/
def strainedEnergy (f : ℝ × ℝ → ℝ) (n : ℝ) (g : ι → ℝ) (F : Matrix ι ι ℝ) : ℝ :=
  F.det * f (n / F.det, convectedGradient F g ⬝ᵥ convectedGradient F g / F.det ^ 2)
```

With $J=\det F$, this is $J\,f(n/J,\;|F^{-\mathsf T}g|^2/J^2)$; `⬝ᵥ` is the dot product. The prefactor $J$ converts energy per deformed volume into energy per undeformed volume. The definition concerns one point of the material. The stress of a whole cell also needs an integral over points, which is not treated here.

```lean
/-- The partial derivative `f_n` with respect to the density, where `f` is differentiable. -/
def dn (f : ℝ × ℝ → ℝ) (n s : ℝ) : ℝ := fderiv ℝ f (n, s) (1, 0)
```

The Fréchet derivative `fderiv` is the linear map that best approximates the change of $f$ under a small displacement from $(n,s)$. Applied to the direction $(1,0)$, it gives $f_n$.

```lean
/-- The partial derivative `f_s` with respect to the squared density gradient, where `f` is
differentiable. -/
def ds (f : ℝ × ℝ → ℝ) (n s : ℝ) : ℝ := fderiv ℝ f (n, s) (0, 1)
```

The direction $(0,1)$ gives $f_s$, a derivative with respect to the squared gradient and not its length. Since $f$ lives on all of $\mathbb R\times\mathbb R$, differentiability at $g=0$ also involves negative $s$, so a physical functional must extend smoothly enough past $s=0$.

```lean
/-- The coefficient `f - n f_n - 2 s f_s` of the unit tensor in the stress. -/
def isotropicPart (f : ℝ × ℝ → ℝ) (n s : ℝ) : ℝ :=
  f (n, s) - n * dn f n s - 2 * s * ds f n s
```

This names the coefficient $f-nf_n-2sf_s$.

```lean
/-- The local GGA stress tensor `(f - n f_n - 2 s f_s) 1 - 2 f_s g gᵀ`, with `s = |g|²`. -/
def stress (f : ℝ × ℝ → ℝ) (n : ℝ) (g : ι → ℝ) : Matrix ι ι ℝ :=
  isotropicPart f n (g ⬝ᵥ g) • (1 : Matrix ι ι ℝ) - (2 * ds f n (g ⬝ᵥ g)) • vecMulVec g g
```

This is $\sigma$, with `vecMulVec g g` for $gg^{\mathsf T}$. The sign convention makes $\sigma$ the derivative of energy with respect to strain, so tension is positive.

## How the density gradient deforms

```lean
/-- If `ρ` has gradient `g` at `x` and `det F ≠ 0`, the function `ρ(F⁻¹ r)/det F` has gradient
`F^(-T) g / det F` at `r = F x`, here tested along any direction `v`. -/
theorem deformed_density_gradient (ρ : (ι → ℝ) → ℝ) (L : (ι → ℝ) →L[ℝ] ℝ)
    (x g v : ι → ℝ) (F : Matrix ι ι ℝ) (hF : F.det ≠ 0)
    (hρ : HasFDerivAt ρ L x) (hL : ∀ w, L w = g ⬝ᵥ w) :
    HasDerivAt (fun τ : ℝ => ρ (F⁻¹ *ᵥ (F *ᵥ x + τ • v)) / F.det)
      (convectedGradient F g ⬝ᵥ v / F.det) 0 := by
  have he : (fun τ : ℝ => ρ (F⁻¹ *ᵥ (F *ᵥ x + τ • v)) / F.det) =
      fun τ : ℝ => ρ (x + τ • (F⁻¹ *ᵥ v)) / F.det := by
    funext τ
    rw [Matrix.mulVec_add, Matrix.mulVec_mulVec,
      Matrix.nonsing_inv_mul _ (isUnit_iff_ne_zero.mpr hF), Matrix.one_mulVec,
      Matrix.mulVec_smul]
  have hline : HasDerivAt (fun τ : ℝ => x + τ • (F⁻¹ *ᵥ v)) (F⁻¹ *ᵥ v) 0 :=
    (((hasDerivAt_id (0 : ℝ)).smul_const (F⁻¹ *ᵥ v)).const_add x).congr_deriv (one_smul _ _)
  have hρ' : HasFDerivAt ρ L (x + (0 : ℝ) • (F⁻¹ *ᵥ v)) := by simpa using hρ
  have hc : HasDerivAt (fun τ : ℝ => ρ (x + τ • (F⁻¹ *ᵥ v))) (L (F⁻¹ *ᵥ v)) 0 :=
    hρ'.comp_hasDerivAt (0 : ℝ) hline
  rw [he]
  refine (hc.div_const F.det).congr_deriv ?_
  rw [hL, Matrix.dotProduct_mulVec, convectedGradient, Matrix.mulVec_transpose]
```

This theorem justifies the arguments of $f$. For $J>0$, charge conservation turns a density $\rho$ into $\rho(F^{-1}r)/J$. Stepping from $r=Fx$ along $v$ moves the argument of $\rho$ from $x$ along $F^{-1}v$, so the directional derivative is

$$\frac{g\cdot F^{-1}v}{J}=\frac{(F^{-\mathsf T}g)\cdot v}{J}.$$

The new gradient is therefore $F^{-\mathsf T}g/J$. The hypothesis `hL` says that $g$ is the gradient of $\rho$ at $x$, and `HasDerivAt u a 0` says that $u$ is differentiable at $0$ with derivative $a$.

## First-order changes of volume and gradient

```lean
/-- The volume ratio `det (1 + t h)` changes at the rate `trace h` at zero strain. -/
theorem hasDerivAt_volume (h : Matrix ι ι ℝ) :
    HasDerivAt (fun t => (deformation h t).det) h.trace 0 := by
  let p := (Matrix.det (1 + (Polynomial.X : Polynomial ℝ) • h.map Polynomial.C)).divX.divX
  have he : (fun t => (deformation h t).det) =
      fun t => 1 + h.trace * t + p.eval t * t ^ 2 :=
    funext fun t => Matrix.det_one_add_smul t h
  rw [he]
  exact ((((hasDerivAt_id' (0 : ℝ)).const_mul h.trace).const_add 1).fun_add
    ((p.hasDerivAt 0).fun_mul (hasDerivAt_pow 2 (0 : ℝ)))).congr_deriv (by simp)
```

The determinant is a polynomial in $t$,

$$\det(1+th)=1+t\operatorname{tr}h+t^2p(t),$$

so its derivative at zero is $\operatorname{tr}h$. Mathlib supplies the expansion as `Matrix.det_one_add_smul`.

```lean
/-- At zero strain the vector `F^(-T) g` changes at the rate `-hᵀ g`. -/
theorem hasDerivAt_convectedGradient (h : Matrix ι ι ℝ) (g : ι → ℝ) (i : ι) :
    HasDerivAt (fun t => convectedGradient (deformation h t) g i) (-(hᵀ *ᵥ g) i) 0 := by
  have hF : Continuous (fun t : ℝ => deformation h t) :=
    continuous_const.add (continuous_id.smul continuous_const)
  have h0 : (deformation h 0).det ≠ 0 := by simp [deformation]
  have hinv : ContinuousAt (fun t : ℝ => (deformation h t)⁻¹) 0 := by
    simp only [Matrix.inv_def, Ring.inverse_eq_inv']
    exact (hF.matrix_det.continuousAt.inv₀ h0).smul hF.matrix_adjugate.continuousAt
  have hm : Continuous (fun M : Matrix ι ι ℝ => (hᵀ *ᵥ (Mᵀ *ᵥ g)) i) :=
    (continuous_apply i).comp (continuous_const.matrix_mulVec
      (continuous_id.matrix_transpose.matrix_mulVec continuous_const))
  have hu : ContinuousAt (fun t => (hᵀ *ᵥ convectedGradient (deformation h t) g) i) 0 :=
    ContinuousAt.comp (g := fun M : Matrix ι ι ℝ => (hᵀ *ᵥ (Mᵀ *ᵥ g)) i)
      (f := fun t : ℝ => (deformation h t)⁻¹) hm.continuousAt hinv
  -- a continuous function multiplied by t has its value at zero as derivative
  have hd : HasDerivAt (fun t => t * (hᵀ *ᵥ convectedGradient (deformation h t) g) i)
      ((hᵀ *ᵥ convectedGradient (deformation h 0) g) i) 0 := by
    rw [hasDerivAt_iff_tendsto_slope_zero]
    refine (hu.tendsto.mono_left nhdsWithin_le_nhds).congr' ?_
    filter_upwards [self_mem_nhdsWithin] with t ht
    have ht' : t ≠ 0 := ht
    simp [ht']
  refine ((hd.const_sub (g i)).congr_of_eventuallyEq ?_).congr_deriv
    (by simp [convectedGradient, deformation])
  -- near zero strain, v = F^(-T) g solves v = g - t hᵀ v
  filter_upwards [hF.matrix_det.continuousAt.eventually_ne h0] with t ht
  have key : (deformation h t)ᵀ *ᵥ convectedGradient (deformation h t) g = g := by
    rw [convectedGradient, Matrix.mulVec_mulVec, ← Matrix.transpose_mul,
      Matrix.nonsing_inv_mul _ (isUnit_iff_ne_zero.mpr ht), Matrix.transpose_one,
      Matrix.one_mulVec]
  have expand : ∀ w, (deformation h t)ᵀ *ᵥ w = w + t • (hᵀ *ᵥ w) := by
    intro w
    simp [deformation, Matrix.add_mulVec, Matrix.smul_mulVec]
  rw [expand] at key
  have hi := congrFun key i
  simp only [Pi.add_apply, Pi.smul_apply, smul_eq_mul] at hi
  linarith
```

Write $v(t)=F^{-\mathsf T}g$. Multiplying by $F^{\mathsf T}=1+th^{\mathsf T}$ gives

$$v(t)=g-t\,h^{\mathsf T}v(t).$$

Since $v$ is continuous at $0$ and $v(0)=g$,

$$\frac{v(t)-g}{t}=-h^{\mathsf T}v(t)\longrightarrow-h^{\mathsf T}g.$$

In the proof, `hinv` and `hu` supply the continuity and `hd` takes the limit of the difference quotient.

The proof turns on `congr_of_eventuallyEq`. It transfers a derivative from one function to another that agrees with it near the point. This is what is needed here, because $F$ may be singular at larger $t$, and the equation for $v$ is available only where $F$ is invertible. The line with `eventually_ne` states that $\det F\neq0$ for all $t$ near $0$; `filter_upwards` then lets the proof work at one such $t$, where `key` and `expand` give the equation.

## The rate of energy change

```lean
/-- At zero strain the energy changes at the rate `trace h (f - n f_n - 2 s f_s) - 2 f_s ⟨g, h g⟩`,
with `s = |g|²`. -/
theorem gga_stress (f : ℝ × ℝ → ℝ) (n : ℝ) (g : ι → ℝ) (h : Matrix ι ι ℝ)
    (hf : DifferentiableAt ℝ f (n, g ⬝ᵥ g)) :
    HasDerivAt (fun t => strainedEnergy f n g (deformation h t))
      (h.trace * (f (n, g ⬝ᵥ g) - n * dn f n (g ⬝ᵥ g) - 2 * (g ⬝ᵥ g) * ds f n (g ⬝ᵥ g))
        - 2 * ds f n (g ⬝ᵥ g) * (g ⬝ᵥ h *ᵥ g)) 0 := by
  have hJ := hasDerivAt_volume h
  have J0 : (deformation h 0).det = 1 := by simp [deformation]
  have v0 : convectedGradient (deformation h 0) g = g := by
    simp [convectedGradient, deformation]
  -- the squared length of F^(-T) g
  have hq : HasDerivAt (fun t => convectedGradient (deformation h t) g ⬝ᵥ
      convectedGradient (deformation h t) g) (-2 * (g ⬝ᵥ h *ᵥ g)) 0 := by
    have hs := HasDerivAt.fun_sum (u := Finset.univ) (fun i _ =>
      (hasDerivAt_convectedGradient h g i).fun_mul (hasDerivAt_convectedGradient h g i))
    refine hs.congr_deriv ?_
    have e : g ⬝ᵥ h *ᵥ g = ∑ i, (hᵀ *ᵥ g) i * g i := by
      rw [Matrix.dotProduct_mulVec, Matrix.mulVec_transpose]
      rfl
    rw [e, Finset.mul_sum, v0]
    exact Finset.sum_congr rfl fun i _ => by ring
  have hp := ((hasDerivAt_const (0 : ℝ) n).fun_div hJ (by simp [J0])).prodMk
    (hq.fun_div (hJ.fun_pow 2) (by simp [J0]))
  have h0 : (n / (deformation h 0).det, convectedGradient (deformation h 0) g ⬝ᵥ
      convectedGradient (deformation h 0) g / (deformation h 0).det ^ 2) = (n, g ⬝ᵥ g) := by
    simp [J0, v0]
  have hf' : HasFDerivAt f (fderiv ℝ f (n, g ⬝ᵥ g))
      (n / (deformation h 0).det, convectedGradient (deformation h 0) g ⬝ᵥ
        convectedGradient (deformation h 0) g / (deformation h 0).det ^ 2) := by
    rw [h0]
    exact hf.hasFDerivAt
  have hL : ∀ a b : ℝ, fderiv ℝ f (n, g ⬝ᵥ g) (a, b) =
      a * dn f n (g ⬝ᵥ g) + b * ds f n (g ⬝ᵥ g) := by
    intro a b
    have e : ((a, b) : ℝ × ℝ) = a • ((1, 0) : ℝ × ℝ) + b • ((0, 1) : ℝ × ℝ) := by simp
    rw [e, map_add, map_smul, map_smul]
    rfl
  -- chain rule for f, then product rule with the volume
  have hc := hf'.comp_hasDerivAt (0 : ℝ) hp
  refine (hJ.fun_mul hc).congr_deriv ?_
  simp only [Function.comp_apply]
  rw [h0, hL, J0, v0]
  norm_num
  ring
```

Let $q(t)=|v(t)|^2$. The previous result gives

$$q'(0)=-2g\cdot h^{\mathsf T}g=-2g\cdot hg.$$

At $t=0$ we have $J=1$, $J'=\operatorname{tr}h$ and $q=s$, so the arguments of $f$ change at the rates

$$\left(\frac nJ\right)'=-n\operatorname{tr}h,\qquad \left(\frac q{J^2}\right)'=-2g\cdot hg-2s\operatorname{tr}h.$$

The product and chain rules give

$$\operatorname{tr}(h)f-nf_n\operatorname{tr}h+f_s(-2g\cdot hg-2s\operatorname{tr}h),$$

which is the stated rate. In the code `hq` is $q'(0)$, `hp` holds the two rates, `hc` is the chain rule, and `ring` collects the terms.

In one dimension $F^{-\mathsf T}g=g/J$, so the energy is $J f(n/J,g^2/J^4)$. Its derivative is $h(f-nf_n-4sf_s)$, in agreement with the theorem.

```lean
/-- The rate of energy change at zero strain is the contraction `trace (σ h)` of the
stress tensor with the strain. -/
theorem gga_stress_tensor (f : ℝ × ℝ → ℝ) (n : ℝ) (g : ι → ℝ) (h : Matrix ι ι ℝ)
    (hf : DifferentiableAt ℝ f (n, g ⬝ᵥ g)) :
    HasDerivAt (fun t => strainedEnergy f n g (deformation h t))
      (stress f n g * h).trace 0 := by
  refine (gga_stress f n g h hf).congr_deriv ?_
  have e : (vecMulVec g g * h).trace = g ⬝ᵥ h *ᵥ g := by
    simp only [Matrix.trace, Matrix.diag_apply, Matrix.mul_apply, Matrix.vecMulVec_apply,
      dotProduct, Matrix.mulVec, Finset.mul_sum]
    rw [Finset.sum_comm]
    exact Finset.sum_congr rfl fun i _ => Finset.sum_congr rfl fun j _ => by ring
  rw [stress, Matrix.sub_mul, Matrix.smul_mul, Matrix.smul_mul, Matrix.one_mul,
    Matrix.trace_sub, Matrix.trace_smul, Matrix.trace_smul, e, isotropicPart]
  simp only [smul_eq_mul]
  ring
```

The same rate is a contraction with $\sigma$, because

$$\operatorname{tr}(gg^{\mathsf T}h)=\sum_{i,j}g_ig_jh_{ji}=g\cdot hg.$$

The step `e` proves this by exchanging the two sums.

## Rotations and principal axes

```lean
/-- An infinitesimal rotation, given by an antisymmetric `h`, leaves the energy unchanged
to first order. -/
theorem rotation_invariance (f : ℝ × ℝ → ℝ) (n : ℝ) (g : ι → ℝ) (h : Matrix ι ι ℝ)
    (hf : DifferentiableAt ℝ f (n, g ⬝ᵥ g)) (hh : hᵀ = -h) :
    HasDerivAt (fun t => strainedEnergy f n g (deformation h t)) 0 0 := by
  refine (gga_stress f n g h hf).congr_deriv ?_
  have ht := Matrix.trace_transpose h
  rw [hh, Matrix.trace_neg] at ht
  have hq := Matrix.dotProduct_mulVec g h g
  rw [← Matrix.mulVec_transpose, hh, Matrix.neg_mulVec, neg_dotProduct,
    dotProduct_comm (h *ᵥ g) g] at hq
  have t0 : h.trace = 0 := by linarith
  have q0 : g ⬝ᵥ h *ᵥ g = 0 := by linarith
  rw [t0, q0]
  ring
```

If $h^{\mathsf T}=-h$, then $\operatorname{tr}h=-\operatorname{tr}h$ and $g\cdot hg=-g\cdot hg$. Both vanish, and so does the rate. An infinitesimal rotation costs no energy to first order.

```lean
/-- The stress tensor multiplies the density gradient by `f - n f_n - 4 s f_s` and every
vector perpendicular to it by `f - n f_n - 2 s f_s`. -/
theorem principal_stresses (f : ℝ × ℝ → ℝ) (n : ℝ) (g : ι → ℝ) :
    stress f n g *ᵥ g =
      (f (n, g ⬝ᵥ g) - n * dn f n (g ⬝ᵥ g) - 4 * (g ⬝ᵥ g) * ds f n (g ⬝ᵥ g)) • g ∧
    ∀ v, g ⬝ᵥ v = 0 → stress f n g *ᵥ v = isotropicPart f n (g ⬝ᵥ g) • v := by
  have act : ∀ v, stress f n g *ᵥ v = isotropicPart f n (g ⬝ᵥ g) • v -
      (2 * ds f n (g ⬝ᵥ g)) • ((g ⬝ᵥ v) • g) := by
    intro v
    have e : vecMulVec g g *ᵥ v = (g ⬝ᵥ v) • g := by
      ext i
      simp only [Matrix.mulVec, dotProduct, Matrix.vecMulVec_apply, Pi.smul_apply,
        smul_eq_mul, Finset.sum_mul]
      exact Finset.sum_congr rfl fun j _ => by ring
    rw [stress, Matrix.sub_mulVec, Matrix.smul_mulVec, Matrix.smul_mulVec,
      Matrix.one_mulVec, e]
  refine ⟨?_, fun v hv => ?_⟩
  · rw [act, isotropicPart]
    module
  · rw [act, hv]
    simp
```

Acting on any vector $v$,

$$\sigma v=(f-nf_n-2sf_s)v-2f_s(g\cdot v)g,$$

which is `act`. Setting $v=g$ gives the factor $f-nf_n-4sf_s$; for $v\perp g$ the last term disappears. For $g\neq0$ these are the principal stresses along and across the gradient.

```lean
/-- In two or more dimensions the stress is a multiple of the unit tensor exactly when
`f_s` vanishes or the density gradient vanishes. -/
theorem isotropic_iff [Nontrivial ι] (f : ℝ × ℝ → ℝ) (n : ℝ) (g : ι → ℝ) :
    (∃ p : ℝ, stress f n g = p • (1 : Matrix ι ι ℝ)) ↔ ds f n (g ⬝ᵥ g) = 0 ∨ g = 0 := by
  constructor
  · rintro ⟨p, hp⟩
    by_cases hd : ds f n (g ⬝ᵥ g) = 0
    · exact Or.inl hd
    right
    have ent : ∀ i j, isotropicPart f n (g ⬝ᵥ g) * (1 : Matrix ι ι ℝ) i j -
        2 * ds f n (g ⬝ᵥ g) * (g i * g j) = p * (1 : Matrix ι ι ℝ) i j :=
      fun i j => congrFun (congrFun hp i) j
    funext i
    obtain ⟨j, hj⟩ := exists_ne i
    have o := ent i j
    have di := ent i i
    have dj := ent j j
    rw [Matrix.one_apply_ne hj.symm] at o
    rw [Matrix.one_apply_eq] at di dj
    -- no shear component, and equal diagonal components
    have e1 : g i * g j = 0 := (mul_eq_zero.mp (show ds f n (g ⬝ᵥ g) * (g i * g j) = 0 by
      linear_combination (-1 / 2) * o)).resolve_left hd
    have e2 : g i * g i - g j * g j = 0 :=
      (mul_eq_zero.mp (show ds f n (g ⬝ᵥ g) * (g i * g i - g j * g j) = 0 by
        linear_combination (-1 / 2) * di + (1 / 2) * dj)).resolve_left hd
    have e4 : g i ^ 4 = 0 := by
      linear_combination g i ^ 2 * e2 + g i * g j * e1
    exact (pow_eq_zero_iff (by norm_num)).mp e4
  · intro hz
    refine ⟨isotropicPart f n (g ⬝ᵥ g), ?_⟩
    rcases hz with hz | hz
    · simp [stress, hz]
    · ext i j
      simp [stress, hz]

end

end GGAStress
```

`Nontrivial ι` means at least two dimensions; a $1\times1$ stress is always isotropic. If $\sigma=p\,1$ for some number $p$, its off-diagonal entries and the differences of its diagonal entries vanish:

$$f_sg_ig_j=0,\qquad f_s(g_i^2-g_j^2)=0\qquad(i\neq j).$$

If $f_s\neq0$, then

$$g_i^4=g_i^2(g_i^2-g_j^2)+(g_ig_j)^2=0,$$

so every component of $g$ is zero. Conversely, $f_s=0$ or $g=0$ removes the $gg^{\mathsf T}$ term. The condition on $f_s$ applies at the given $(n,|g|^2)$, so a GGA can still have isotropic stress at particular points.

```lean
#print axioms GGAStress.gga_stress_tensor
-- 'GGAStress.gga_stress_tensor' depends on axioms: [propext, Classical.choice, Quot.sound]
#print axioms GGAStress.rotation_invariance
-- 'GGAStress.rotation_invariance' depends on axioms: [propext, Classical.choice, Quot.sound]
#print axioms GGAStress.principal_stresses
-- 'GGAStress.principal_stresses' depends on axioms: [propext, Classical.choice, Quot.sound]
#print axioms GGAStress.isotropic_iff
-- 'GGAStress.isotropic_iff' depends on axioms: [propext, Classical.choice, Quot.sound]
```
